# The Pederson condition: gradient couplings are symmetric at a minimum over orbital rotations

If real orbitals $\varphi_k$ are optimised for an energy $W[\gamma]+\sum_k S(\varphi_k)$, with $\gamma$ their density matrix and $S$ differentiable with gradient $G$, and the numbers $\langle G(\varphi_i),\varphi_j\rangle$ do not form a symmetric matrix, then the search has stopped too early: rotating some pair of orbitals into each other still lowers the energy at first order. At a local minimum over all pair rotations, that matrix is symmetric.

In Lean 4 with Mathlib:

```lean
import Mathlib

open Finset
open scoped InnerProductSpace

namespace PedersonCondition

noncomputable section

variable {E : Type*} [NormedAddCommGroup E] [InnerProductSpace ℝ E]
variable {ι : Type*} [Fintype ι] [DecidableEq ι]

/-- `G` is the gradient of the orbital functional `S`: at every `x`, `S` is Fréchet differentiable
and its derivative is the inner product with `G x`. -/
def IsGradient (S : E → ℝ) (G : E → E) : Prop :=
  ∀ x, HasFDerivAt S (innerSL ℝ (G x)) x

/-- The sum of an orbital functional over the pair `u, v` after rotation by the angle `θ`. -/
def pairEnergy (S : E → ℝ) (u v : E) (θ : ℝ) : ℝ :=
  S (Real.cos θ • u + Real.sin θ • v) + S ((-Real.sin θ) • u + Real.cos θ • v)

/-- The set of orbitals in which `φ i` and `φ j` are rotated into each other by `θ`. -/
def rotatePair (φ : ι → E) (i j : ι) (θ : ℝ) (k : ι) : E :=
  if k = i then Real.cos θ • φ i + Real.sin θ • φ j
  else if k = j then (-Real.sin θ) • φ i + Real.cos θ • φ j
  else φ k

/-- The one-particle density matrix of the orbitals, as a bilinear form. -/
def densityMatrix (φ : ι → E) (x y : E) : ℝ := ∑ k, ⟪φ k, x⟫_ℝ * ⟪φ k, y⟫_ℝ

/-- A functional `W` of the density matrix plus an orbital-by-orbital correction `S`. -/
def sicEnergy (W : (E → E → ℝ) → ℝ) (S : E → ℝ) (φ : ι → E) : ℝ :=
  W (densityMatrix φ) + ∑ k, S (φ k)

/-- The matrix of inner products of the orbital gradients with the orbitals. -/
def pedersonMatrix (G : E → E) (φ : ι → E) : Matrix ι ι ℝ :=
  Matrix.of fun i j => ⟪G (φ i), φ j⟫_ℝ

/-- The slope of the pair energy at any angle is the difference of the two gradient couplings
between the rotated orbitals. -/
theorem hasDerivAt_pairEnergy {S : E → ℝ} {G : E → E} (hS : IsGradient S G)
    (u v : E) (θ : ℝ) :
    HasDerivAt (pairEnergy S u v)
      (⟪G (Real.cos θ • u + Real.sin θ • v), (-Real.sin θ) • u + Real.cos θ • v⟫_ℝ
        - ⟪G ((-Real.sin θ) • u + Real.cos θ • v), Real.cos θ • u + Real.sin θ • v⟫_ℝ) θ := by
  -- the velocity of each rotated orbital is the other one, up to sign
  have hu : HasDerivAt (fun t : ℝ => Real.cos t • u + Real.sin t • v)
      ((-Real.sin θ) • u + Real.cos θ • v) θ :=
    ((Real.hasDerivAt_cos θ).smul_const u).fun_add ((Real.hasDerivAt_sin θ).smul_const v)
  have hv : HasDerivAt (fun t : ℝ => (-Real.sin t) • u + Real.cos t • v)
      (-(Real.cos θ • u + Real.sin θ • v)) θ :=
    (((Real.hasDerivAt_sin θ).fun_neg.smul_const u).fun_add
      ((Real.hasDerivAt_cos θ).smul_const v)).congr_deriv (by module)
  have h1 := (hS (Real.cos θ • u + Real.sin θ • v)).comp_hasDerivAt θ hu
  have h2 := (hS ((-Real.sin θ) • u + Real.cos θ • v)).comp_hasDerivAt θ hv
  have h : HasDerivAt (pairEnergy S u v)
      (⟪G (Real.cos θ • u + Real.sin θ • v), (-Real.sin θ) • u + Real.cos θ • v⟫_ℝ
        + ⟪G ((-Real.sin θ) • u + Real.cos θ • v),
            -(Real.cos θ • u + Real.sin θ • v)⟫_ℝ) θ := h1.add h2
  rw [inner_neg_right, ← sub_eq_add_neg] at h
  exact h

/-- The pair energy is stationary at zero angle exactly when the two gradient couplings
are equal. -/
theorem stationary_iff {S : E → ℝ} {G : E → E} (hS : IsGradient S G) (u v : E) :
    HasDerivAt (pairEnergy S u v) 0 0 ↔ ⟪G u, v⟫_ℝ = ⟪G v, u⟫_ℝ := by
  have h := hasDerivAt_pairEnergy hS u v 0
  simp only [Real.cos_zero, Real.sin_zero, one_smul, zero_smul, add_zero, neg_zero,
    zero_add] at h
  constructor
  · intro h0
    exact sub_eq_zero.mp (h.unique h0)
  · intro he
    rwa [he, sub_self] at h

/-- Pederson condition for two orbitals: at a local minimum with respect to their mutual
rotation, the two gradient couplings are equal. -/
theorem pederson_pair {S : E → ℝ} {G : E → E} (hS : IsGradient S G) {u v : E}
    (hmin : IsLocalMin (pairEnergy S u v) 0) : ⟪G u, v⟫_ℝ = ⟪G v, u⟫_ℝ := by
  have h := hasDerivAt_pairEnergy hS u v 0
  have h0 := hmin.hasDerivAt_eq_zero h
  rw [h0] at h
  exact (stationary_iff hS u v).mp h

/-- Under rotation of one pair, a sum over orbitals is the pair energy plus the unchanged
contribution of the other orbitals. -/
theorem sum_rotatePair (f : E → ℝ) (φ : ι → E) {i j : ι} (hij : i ≠ j) (θ : ℝ) :
    ∑ k, f (rotatePair φ i j θ k)
      = pairEnergy f (φ i) (φ j) θ + ∑ k ∈ (univ.erase i).erase j, f (φ k) := by
  have hj : j ∈ (univ : Finset ι).erase i := by simp [hij.symm]
  have rest : ∑ k ∈ (univ.erase i).erase j, f (rotatePair φ i j θ k)
      = ∑ k ∈ (univ.erase i).erase j, f (φ k) := by
    refine Finset.sum_congr rfl fun k hk => ?_
    simp only [Finset.mem_erase] at hk
    simp [rotatePair, hk.1, hk.2.1]
  rw [← Finset.add_sum_erase _ _ (mem_univ i), ← Finset.add_sum_erase _ _ hj, rest]
  simp [rotatePair, pairEnergy, hij.symm, add_assoc]

/-- The density matrix does not change when two orbitals are rotated into each other. -/
theorem densityMatrix_rotatePair (φ : ι → E) {i j : ι} (hij : i ≠ j) (θ : ℝ) :
    densityMatrix (rotatePair φ i j θ) = densityMatrix φ := by
  have hz : rotatePair φ i j 0 = φ := by
    funext k
    unfold rotatePair
    split_ifs with h1 h2 <;> simp [*]
  funext x y
  -- compare the split sum at angle θ with the one at angle zero
  have h1 := sum_rotatePair (fun w => ⟪w, x⟫_ℝ * ⟪w, y⟫_ℝ) φ hij θ
  have h0 := sum_rotatePair (fun w => ⟪w, x⟫_ℝ * ⟪w, y⟫_ℝ) φ hij 0
  rw [hz] at h0
  simp only [pairEnergy, inner_add_left, real_inner_smul_left, Real.cos_zero,
    Real.sin_zero] at h1 h0
  simp only [densityMatrix]
  linear_combination h1 - h0 + (⟪φ i, x⟫_ℝ * ⟪φ i, y⟫_ℝ + ⟪φ j, x⟫_ℝ * ⟪φ j, y⟫_ℝ)
    * Real.sin_sq_add_cos_sq θ

/-- Pederson condition for any number of orbitals: if the total energy has a local minimum
with respect to every pair rotation, the matrix of gradient couplings is symmetric. -/
theorem pederson_condition (W : (E → E → ℝ) → ℝ) {S : E → ℝ} {G : E → E}
    (hS : IsGradient S G) (φ : ι → E)
    (hmin : ∀ i j, i ≠ j → IsLocalMin (fun θ => sicEnergy W S (rotatePair φ i j θ)) 0) :
    (pedersonMatrix G φ).IsSymm := by
  refine Matrix.IsSymm.ext fun i j => ?_
  by_cases hij : i = j
  · rw [hij]
  have hm : ∀ᶠ θ in nhds (0 : ℝ), sicEnergy W S (rotatePair φ i j 0)
      ≤ sicEnergy W S (rotatePair φ i j θ) := hmin i j hij
  -- only the orbital-dependent energy of the pair feels the rotation
  have hp : ∀ᶠ θ in nhds (0 : ℝ),
      pairEnergy S (φ i) (φ j) 0 ≤ pairEnergy S (φ i) (φ j) θ := by
    filter_upwards [hm] with θ hθ
    simp only [sicEnergy, densityMatrix_rotatePair φ hij, sum_rotatePair S φ hij] at hθ
    linarith
  exact (pederson_pair hS hp).symm

omit [DecidableEq ι] in
/-- For orthonormal orbitals obeying the orbital equations with a symmetric common
Hamiltonian `H`, the Lagrange multiplier matrix `L` is symmetric exactly when the matrix of
gradient couplings is. -/
theorem multipliers_symm_iff {G : E → E} {φ : ι → E} (hφ : Orthonormal ℝ φ)
    {H : E →ₗ[ℝ] E} (hH : H.IsSymmetric) {L : Matrix ι ι ℝ}
    (h : ∀ i, H (φ i) + G (φ i) = ∑ j, L i j • φ j) :
    L.IsSymm ↔ (pedersonMatrix G φ).IsSymm := by
  -- project the orbital equation on each orbital
  have hL : ∀ i j, L i j = ⟪H (φ i), φ j⟫_ℝ + ⟪G (φ i), φ j⟫_ℝ := by
    intro i j
    rw [← inner_add_left, h i, hφ.inner_left_fintype, conj_trivial]
  have hs : ∀ i j, ⟪H (φ i), φ j⟫_ℝ = ⟪H (φ j), φ i⟫_ℝ := fun i j =>
    (hH (φ i) (φ j)).trans (real_inner_comm _ _)
  constructor
  · intro hsym
    refine Matrix.IsSymm.ext fun i j => ?_
    have e := hsym.apply i j
    rw [hL, hL, hs j i] at e
    exact add_left_cancel e
  · intro hsym
    refine Matrix.IsSymm.ext fun i j => ?_
    have e : ⟪G (φ j), φ i⟫_ℝ = ⟪G (φ i), φ j⟫_ℝ := hsym.apply i j
    rw [hL, hL, hs j i, e]

/-- A quartic on-site self-interaction of strength `κ` on two sites `a` and `b`. -/
def onsite (κ : ℝ) (a b x : E) : ℝ := κ * (⟪a, x⟫_ℝ ^ 4 + ⟪b, x⟫_ℝ ^ 4)

/-- The orbital gradient of the on-site self-interaction. -/
def onsiteGradient (κ : ℝ) (a b x : E) : E :=
  (4 * κ * ⟪a, x⟫_ℝ ^ 3) • a + (4 * κ * ⟪b, x⟫_ℝ ^ 3) • b

/-- For two orthonormal sites, `onsiteGradient` is the gradient of the on-site self-interaction, and
for orbitals localized on the sites the two gradient couplings are equal for every `κ`, but the pair
energy has a local minimum at zero angle exactly when `κ ≤ 0`. -/
theorem onsite_witness (κ : ℝ) {a b : E} (ha : ‖a‖ = 1) (hb : ‖b‖ = 1)
    (hab : ⟪a, b⟫_ℝ = 0) :
    IsGradient (onsite κ a b) (onsiteGradient κ a b) ∧
    ⟪onsiteGradient κ a b a, b⟫_ℝ = ⟪onsiteGradient κ a b b, a⟫_ℝ ∧
    (IsLocalMin (pairEnergy (onsite κ a b) a b) 0 ↔ κ ≤ 0) := by
  have haa : ⟪a, a⟫_ℝ = 1 := by rw [real_inner_self_eq_norm_sq, ha, one_pow]
  have hbb : ⟪b, b⟫_ℝ = 1 := by rw [real_inner_self_eq_norm_sq, hb, one_pow]
  have hba : ⟪b, a⟫_ℝ = 0 := by rw [real_inner_comm, hab]
  have hE : ∀ θ, pairEnergy (onsite κ a b) a b θ
      = 2 * κ - 4 * (κ * (Real.sin θ * Real.cos θ) ^ 2) := by
    intro θ
    simp only [pairEnergy, onsite, inner_add_right, real_inner_smul_right, haa, hbb, hab, hba]
    linear_combination 2 * κ * (Real.sin θ ^ 2 + Real.cos θ ^ 2 + 1)
      * Real.sin_sq_add_cos_sq θ
  refine ⟨fun x => ?_, ?_, ?_, ?_⟩
  · have h1 : HasFDerivAt (fun y => ⟪a, y⟫_ℝ) (innerSL ℝ a) x := (innerSL ℝ a).hasFDerivAt
    have h2 : HasFDerivAt (fun y => ⟪b, y⟫_ℝ) (innerSL ℝ b) x := (innerSL ℝ b).hasFDerivAt
    have h : HasFDerivAt (onsite κ a b) _ x := ((h1.pow 4).add (h2.pow 4)).const_mul κ
    refine h.congr_fderiv (ContinuousLinearMap.ext fun y => ?_)
    change κ * (((4 : ℕ) • ⟪a, x⟫_ℝ ^ 3) * ⟪a, y⟫_ℝ + ((4 : ℕ) • ⟪b, x⟫_ℝ ^ 3) * ⟪b, y⟫_ℝ)
      = ⟪onsiteGradient κ a b x, y⟫_ℝ
    simp only [onsiteGradient, inner_add_left, real_inner_smul_left, nsmul_eq_mul,
      Nat.cast_ofNat]
    ring
  · simp [onsiteGradient, real_inner_smul_left, hab, hba]
  · intro hmin
    by_contra hκ
    have hκ' : 0 < κ := not_le.mp hκ
    have hev : ∀ᶠ θ in nhds (0 : ℝ), pairEnergy (onsite κ a b) a b 0
        ≤ pairEnergy (onsite κ a b) a b θ := hmin
    obtain ⟨ε, hε, hball⟩ := Metric.eventually_nhds_iff.mp hev
    -- a small positive angle already lowers the energy
    have ht : 0 < min (ε / 2) 1 := lt_min (by linarith) one_pos
    have ht1 : min (ε / 2) 1 ≤ 1 := min_le_right _ _
    have htε : min (ε / 2) 1 < ε := lt_of_le_of_lt (min_le_left _ _) (by linarith)
    have hle := hball (y := min (ε / 2) 1) (by
      rw [Real.dist_eq, sub_zero, abs_of_pos ht]; exact htε)
    have hs := Real.sin_pos_of_pos_of_le_one ht ht1
    have hc := Real.cos_pos_of_le_one (by rw [abs_of_pos ht]; exact ht1)
    have hpos := mul_pos hκ' (pow_pos (mul_pos hs hc) 2)
    rw [hE, hE, Real.sin_zero] at hle
    linarith
  · intro hκ
    refine Filter.Eventually.of_forall fun θ => ?_
    have hneg := mul_nonpos_of_nonpos_of_nonneg hκ (sq_nonneg (Real.sin θ * Real.cos θ))
    rw [hE, hE, Real.sin_zero]
    linarith

end

end PedersonCondition
```

```lean
#print axioms PedersonCondition.pederson_condition
#print axioms PedersonCondition.multipliers_symm_iff
```

```
'PedersonCondition.pederson_condition' depends on axioms: [propext, Classical.choice, Quot.sound]
'PedersonCondition.multipliers_symm_iff' depends on axioms: [propext, Classical.choice, Quot.sound]
```

## Orbitals, energy and multipliers

Orbitals are vectors in a real inner-product space `E` of any dimension. `IsGradient S G` says that $S$ is Fréchet differentiable at every $x$ and that its derivative there in direction $y$ is $\langle G(x),y\rangle$. `pederson_pair` treats two vectors $u,v$, which need not be normalised: if `pairEnergy S u v` has a local minimum at angle 0, then $\langle G(u),v\rangle=\langle G(v),u\rangle$.

`pederson_condition` treats a finite set of orbitals with the energy `sicEnergy`. Its first part, $W$, is an arbitrary function of

$$\gamma(x,y)=\sum_k\langle\varphi_k,x\rangle\langle\varphi_k,y\rangle .$$

In a self-interaction correction, $W$ stands for the uncorrected energy and $S$ for the correction of one orbital. If $S$ depends on $\varphi_i$ through its density $n_i=\varphi_i^2$, with potential $V_i=\delta S/\delta n_i$, then $G(\varphi_i)=2V_i\varphi_i$, and the condition reads $\langle\varphi_i|V_i-V_j|\varphi_j\rangle=0$. This is meant for calculations in a finite basis, where $G(\varphi_i)$ is the projection of $2V_i\varphi_i$ on the space of the basis, which leaves its inner products with the orbitals unchanged. On the space of all square-integrable functions a Coulomb self-energy can be infinite, so it has no gradient in the sense of `IsGradient`. For real, equally occupied orbitals of one spin, a violation therefore shows that a self-interaction-corrected calculation has not converged with respect to rotations.

`multipliers_symm_iff` makes the link to Lagrange multipliers. It assumes orthonormal orbitals and the equations

$$H\varphi_i+G(\varphi_i)=\sum_j L_{ij}\varphi_j$$

with a symmetric linear $H$ defined on all of `E`; these equations are not derived from $W$. With $G(\varphi_i)=2V_i\varphi_i$ as above, $H$ stands for twice the usual one-electron Hamiltonian $h$, and $L$ for twice the multipliers of the usual equations $(h+V_i)\varphi_i=\sum_j\lambda_{ij}\varphi_j$. Then $L$ is symmetric exactly when `pedersonMatrix G φ` is. Complex orbitals and fractional occupations are not covered, and the existence of a minimum is not established.

## The slope under a rotation

Write $u_\theta=\cos\theta\,u+\sin\theta\,v$ and $v_\theta=-\sin\theta\,u+\cos\theta\,v$. Each moves along the other: $u_\theta'=v_\theta$ and $v_\theta'=-u_\theta$. The chain rule gives

$$\frac{d}{d\theta}\bigl[S(u_\theta)+S(v_\theta)\bigr]=\langle G(u_\theta),v_\theta\rangle-\langle G(v_\theta),u_\theta\rangle .$$

This is `hasDerivAt_pairEnergy`, where `hu` and `hv` are the two velocities and `comp_hasDerivAt` is the chain rule. At $\theta=0$ the slope is $\langle G(u),v\rangle-\langle G(v),u\rangle$, so stationarity and equality of the couplings are equivalent (`stationary_iff`). A local minimum has zero slope, which proves `pederson_pair`.

The same argument gives a neighbouring result for two different functionals: if $S_1(u_\theta)+S_2(v_\theta)$ has a local minimum at 0, then $\langle G_1(u),v\rangle=\langle G_2(v),u\rangle$.

## Why the rest of the energy drops out

For a rotated pair, let $p,q$ be the inner products of $\varphi_i,\varphi_j$ with $x$, and $p',q'$ those with $y$. With $c=\cos\theta$ and $s=\sin\theta$, the pair contributes to $\gamma(x,y)$

$$(cp+sq)(cp'+sq')+(-sp+cq)(-sp'+cq')=(c^2+s^2)(pp'+qq')=pp'+qq' .$$

So $\gamma$, and with it $W$, is unchanged. `sum_rotatePair` separates the pair from the other orbitals, and `densityMatrix_rotatePair` uses this split at angles $\theta$ and 0, with `linear_combination` supplying $s^2+c^2=1$. In `pederson_condition` the constant terms cancel from the energy inequality, leaving the two-orbital case for each $i\neq j$.

For the multipliers, taking the inner product of the orbital equation with $\varphi_j$ gives

$$L_{ij}=\langle H\varphi_i,\varphi_j\rangle+\langle G(\varphi_i),\varphi_j\rangle .$$

The first term is symmetric, so $L$ and the coupling matrix have the same antisymmetric part.

## Symmetric couplings without a minimum

The condition is necessary but not sufficient. For orthonormal sites $a,b$, `onsite_witness` takes $S(x)=\kappa(\langle a,x\rangle^4+\langle b,x\rangle^4)$, where $\kappa$ is the strength of a model on-site self-interaction. Since $G(a)=4\kappa a$ and $G(b)=4\kappa b$, both couplings vanish for every $\kappa$. The pair energy is

$$2\kappa(\cos^4\theta+\sin^4\theta)=2\kappa-4\kappa\sin^2\theta\cos^2\theta .$$

For $\kappa\le 0$ it is never below its value at 0. For $\kappa>0$ every small nonzero angle lowers it; the proof picks the angle `min (ε / 2) 1` inside any supposed neighbourhood of minimality. A negative $\kappa$, the sign of a correction that removes self-repulsion, thus favours the localised pair in this two-site model.
